# The third-order even Douglas–Kroll–Hess term does not depend on W2

If the first generator W1 cancels the first-order odd term, the second- and third-order even terms of the Douglas–Kroll–Hess (DKH) Hamiltonian are the same for every odd second generator W2 and every cubic parameter a in the first transformation. The DKH3 Hamiltonian in a finite basis can therefore be built without W2.

## Expansion and grading

The operators belong to a real associative algebra A, for example real or complex matrices. Unbounded operators and convergence in t are not treated. Write [x,y] = xy − yx.

```lean
import Mathlib

open Polynomial

namespace DouglasKrollHessThirdOrder

noncomputable section

/-- The commutator of two operators. -/
def comm {A : Type*} [Ring A] (x y : A) : A := x * y - y * x
```

The parameter t counts powers of the external potential. E0 is the free-particle energy; E1 and O1 are the even and odd parts of the potential after the free-particle Foldy–Wouthuysen transformation:

H = E0 + t(E1 + O1)

```lean
/-- The Hamiltonian `E0 + t (E1 + O1)` as a polynomial in the expansion parameter `t`. -/
def ham {A : Type*} [Ring A] (E0 E1 O1 : A) : A[X] :=
  monomial 0 E0 + monomial 1 (E1 + O1)
```

The two transformations are

U1(W) = 1 + tW + t²W²/2 + a t³W³

U2(W) = 1 + t²W + c t⁴W²

The real parameters a and c are free in the algebra below, which does not need antihermiticity. For antihermitian W, replacing W by −W gives the adjoint; U1 is then unitary through t³ for every a, and U2 is unitary through t⁴ for c = ½.

```lean
variable {A : Type*} [Ring A] [Algebra ℝ A]

/-- The first transformation `1 + t W + t² W² / 2 + a t³ W³`, with free cubic parameter `a`. -/
def U1 (a : ℝ) (W : A) : A[X] :=
  monomial 0 1 + monomial 1 W + monomial 2 ((1 / 2 : ℝ) • W ^ 2) + monomial 3 (a • W ^ 3)

/-- The second transformation `1 + t² W + c t⁴ W²`, with free parameter `c`. -/
def U2 (c : ℝ) (W : A) : A[X] :=
  monomial 0 1 + monomial 2 W + monomial 4 (c • W ^ 2)
```

Let F = U1(W1) H U1(−W1) and K = U2(W2) F U2(−W2), which are `firstStep` and `secondStep`. A subscript n, as in Fₙ, denotes the coefficient of tⁿ.

```lean
/-- The Hamiltonian after the first transformation. -/
def firstStep (a : ℝ) (W1 E0 E1 O1 : A) : A[X] :=
  U1 a W1 * ham E0 E1 O1 * U1 a (-W1)

/-- The Hamiltonian after both transformations. -/
def secondStep (a c : ℝ) (W1 W2 E0 E1 O1 : A) : A[X] :=
  U2 c W2 * firstStep a W1 E0 E1 O1 * U2 c (-W2)
```

The grading operator b satisfies b² = 1. Even operators commute with b (block-diagonal) and odd ones anticommute with it (off-diagonal). `flip` is x ↦ bxb, and `evenPart` is P(x) = (x + bxb)/2.

```lean
/-- Conjugation `x ↦ b x b` by the grading operator. -/
def flip (b : A) : A →ₗ[ℝ] A := LinearMap.mulLeft ℝ b ∘ₗ LinearMap.mulRight ℝ b

/-- The even (block-diagonal) part `(x + b x b) / 2` of an operator. -/
def evenPart (b x : A) : A := (1 / 2 : ℝ) • (x + flip b x)
```

## (a) Conjugating a product

Show that

b(xy)b = (bxb)(byb)

**Solution.** Insert 1 = b² between x and y. The `calc` block does the same.

```lean
/-- Conjugation by the grading operator respects products. -/
theorem flip_mul {b : A} (hb : b * b = 1) (x y : A) :
    flip b (x * y) = flip b x * flip b y := by
  change b * (x * y * b) = b * (x * b) * (b * (y * b))
  calc b * (x * y * b) = b * (x * (1 * (y * b))) := by simp only [one_mul, mul_assoc]
    _ = b * (x * ((b * b) * (y * b))) := by rw [hb]
    _ = b * (x * b) * (b * (y * b)) := by simp only [mul_assoc]
```

## (b) Even operators

Show that, for even x,

bxb = x

**Solution.** Since xb = bx, bxb = b²x = x.

```lean
/-- Conjugation by the grading operator leaves an even operator unchanged. -/
theorem flip_even {b x : A} (hb : b * b = 1) (h : b * x = x * b) : flip b x = x := by
  change b * (x * b) = x
  rw [← h, ← mul_assoc, hb, one_mul]
```

## (c) Odd operators

Show that, for odd x,

bxb = −x

**Solution.** Now xb = −bx, so bxb = −b²x = −x. With (a) and (b), a product x of even and odd factors, k of them odd, satisfies bxb = (−1)ᵏx. It is therefore even for even k and odd for odd k; P keeps even terms and removes odd ones.

```lean
/-- Conjugation by the grading operator reverses the sign of an odd operator. -/
theorem flip_odd {b x : A} (hb : b * b = 1) (h : b * x = -(x * b)) : flip b x = -x := by
  change b * (x * b) = -x
  have h' : x * b = -(b * x) := by rw [h, neg_neg]
  rw [h', mul_neg, ← mul_assoc, hb, one_mul]
```

## (d) Coefficients of a product

Show that

(pq)ₙ = Σₖ pₖ qₙ₋ₖ, k = 0, …, n

**Solution.** The parameter t commutes with the operators, and tᵏtˡ contributes to tⁿ only for l = n − k.

```lean
/-- The coefficient of `t ^ n` in a product of two expansions is the Cauchy sum. -/
theorem coeff_prod {R : Type*} [Ring R] (p q : R[X]) (n : ℕ) :
    (p * q).coeff n = ∑ k ∈ Finset.range (n + 1), p.coeff k * q.coeff (n - k) :=
  (coeff_mul p q n).trans (Finset.Nat.sum_antidiagonal_eq_sum_range_succ_mk _ _)
```

## (e) The first transformation

With V = E1 + O1 and any W = W1, show that

F₀ = E0

F₁ = V + [W,E0]

F₂ = [W,V] + ½[W,[W,E0]]

F₃ = ½[W,[W,V]] + a[W³,E0] + ½(W E0 W² − W² E0 W)

**Solution.** Collect powers of t:

F₁ = V + W E0 − E0 W

F₂ = WV − VW + ½W²E0 + ½E0W² − W E0 W

F₃ = ½W²V + ½VW² − WVW + aW³E0 − aE0W³ + ½W E0 W² − ½W²E0W

The identity ½x²y + ½yx² − xyx = ½[x,[x,y]] gives the result. In Lean, `simp` expands the sums and `module` compares the coefficients of the operator products.

```lean
/-- The coefficients of the once-transformed Hamiltonian through third order. -/
theorem firstStep_coeff (a : ℝ) (W E0 E1 O1 : A) :
    (firstStep a W E0 E1 O1).coeff 0 = E0 ∧
    (firstStep a W E0 E1 O1).coeff 1 = E1 + O1 + comm W E0 ∧
    (firstStep a W E0 E1 O1).coeff 2 =
      comm W (E1 + O1) + (1 / 2 : ℝ) • comm W (comm W E0) ∧
    (firstStep a W E0 E1 O1).coeff 3 =
      (1 / 2 : ℝ) • comm W (comm W (E1 + O1)) + a • comm (W ^ 3) E0
        + (1 / 2 : ℝ) • (W * E0 * W ^ 2 - W ^ 2 * E0 * W) := by
  refine ⟨?_, ?_, ?_, ?_⟩
  · simp [firstStep, U1, ham, coeff_prod, Finset.sum_range_succ, coeff_monomial,
      coeff_one, coeff_C]
  all_goals
    simp [firstStep, U1, ham, coeff_prod, Finset.sum_range_succ, coeff_monomial,
      coeff_one, coeff_C]
    simp only [comm, pow_two, pow_three, mul_add, add_mul, mul_sub, sub_mul, mul_neg,
      neg_mul, smul_mul_assoc, mul_assoc]
    module
```

## (f) The second transformation

For any expansion G, show that K = U2(W) G U2(−W) has

K₂ = G₂ + [W,G₀]

K₃ = G₃ + [W,G₁]

K₄ = G₄ + [W,G₂] + c(W²G₀ + G₀W²) − W G₀ W

**Solution.** One factor t²W from the left or right gives the commutators. At t⁴, W² can come from either side, with weight c, or one W from each side, with weight −1.

```lean
/-- The second transformation changes the coefficients of any expansion `G` at second, third
and fourth order as stated. -/
theorem U2_coeff (c : ℝ) (W : A) (G : A[X]) :
    (U2 c W * G * U2 c (-W)).coeff 2 = G.coeff 2 + comm W (G.coeff 0) ∧
    (U2 c W * G * U2 c (-W)).coeff 3 = G.coeff 3 + comm W (G.coeff 1) ∧
    (U2 c W * G * U2 c (-W)).coeff 4 = G.coeff 4 + comm W (G.coeff 2)
      + (c • (W ^ 2 * G.coeff 0 + G.coeff 0 * W ^ 2) - W * G.coeff 0 * W) := by
  refine ⟨?_, ?_, ?_⟩
  all_goals
    simp [U2, coeff_prod, Finset.sum_range_succ, coeff_monomial, coeff_one]
    simp only [comm, pow_two, add_mul, mul_assoc]
    module
```

## (g) What W2 does for a general W1

Let E0, E1 be even and O1, W1, W2 odd. Without any commutator condition, show that

P(K₃) = P(F₃) + [W2, O1 + [W1,E0]]

**Solution.** By (e) and (f), K₃ − F₃ = [W2,E1] + [W2, O1 + [W1,E0]]. The first term is odd and the second even. Lean applies (a)–(c) to each product.

```lean
/-- For even `E0`, `E1` and odd `O1`, `W1`, `W2`, the second transformation adds `[W2, O1 + [W1,
E0]]` to the even third-order term. -/
theorem third_order_W2_dependence (a c : ℝ) {b E0 E1 O1 W1 W2 : A} (hb : b * b = 1)
    (hE0 : b * E0 = E0 * b) (hE1 : b * E1 = E1 * b) (hO1 : b * O1 = -(O1 * b))
    (hW1 : b * W1 = -(W1 * b)) (hW2 : b * W2 = -(W2 * b)) :
    evenPart b ((secondStep a c W1 W2 E0 E1 O1).coeff 3) =
      evenPart b ((firstStep a W1 E0 E1 O1).coeff 3) + comm W2 (O1 + comm W1 E0) := by
  rw [secondStep, (U2_coeff c W2 _).2.1, (firstStep_coeff a W1 E0 E1 O1).2.1]
  simp only [evenPart, comm, map_add, map_sub, flip_mul hb, flip_even hb hE0,
    flip_even hb hE1, flip_odd hb hO1, flip_odd hb hW1, flip_odd hb hW2,
    mul_add, add_mul, mul_sub, sub_mul, mul_neg, neg_mul, mul_assoc]
  module
```

## (h) The second- and third-order even terms

Now assume [W1,E0] = −O1, which makes O1 odd. Show that

P(K₂) = ½[W1,O1]

P(K₃) = ½[W1,[W1,E1]]

**Solution.** Substituting into (e) and (f),

K₂ = [W1,E1] + ½[W1,O1] + [W2,E0]

K₃ = ½[W1,[W1,E1]] + ½[W1,[W1,O1]] + a[W1³,E0] + ½(W1 E0 W1² − W1² E0 W1) + [W2,E1]

In each line only the stated term is even. Lean eliminates O1 and lets `module` cancel the odd products.

```lean
/-- For even `E0`, `E1` and odd `W1` with `[W1, E0] = -O1`, the even second- and third-order terms
are `[W1, O1] / 2` and `[W1, [W1, E1]] / 2`, for every odd `W2` and all parameters `a` and `c`. -/
theorem dkh3_even_terms (a c : ℝ) {b E0 E1 O1 W1 W2 : A} (hb : b * b = 1)
    (hE0 : b * E0 = E0 * b) (hE1 : b * E1 = E1 * b)
    (hW1 : b * W1 = -(W1 * b)) (hW2 : b * W2 = -(W2 * b)) (hdkh : comm W1 E0 = -O1) :
    evenPart b ((secondStep a c W1 W2 E0 E1 O1).coeff 2) = (1 / 2 : ℝ) • comm W1 O1 ∧
    evenPart b ((secondStep a c W1 W2 E0 E1 O1).coeff 3) =
      (1 / 2 : ℝ) • comm W1 (comm W1 E1) := by
  -- the condition on `W1` expresses `O1` through `W1` and `E0`
  have hO : O1 = -comm W1 E0 := by rw [hdkh, neg_neg]
  clear hdkh
  subst hO
  obtain ⟨h0, h1, h2, h3⟩ := firstStep_coeff a W1 E0 E1 (-comm W1 E0)
  constructor
  · rw [secondStep, (U2_coeff c W2 _).1, h0, h2]
    simp only [evenPart, comm, map_add, map_sub, map_neg, map_smul, flip_mul hb,
      flip_even hb hE0, flip_even hb hE1, flip_odd hb hW1, flip_odd hb hW2,
      mul_add, add_mul, mul_sub, sub_mul, mul_neg, neg_mul, mul_assoc]
    module
  · rw [secondStep, (U2_coeff c W2 _).2.1, h1, h3]
    simp only [evenPart, comm, pow_two, pow_three, map_add, map_sub, map_neg, map_smul,
      flip_mul hb, flip_even hb hE0, flip_even hb hE1, flip_odd hb hW1, flip_odd hb hW2,
      mul_add, add_mul, mul_sub, sub_mul, mul_neg, neg_mul, mul_assoc]
    module
```

The existence of W1 is assumed. In a code whose basis makes E0 diagonal with entries εᵢ, the condition is solved elementwise between the blocks, (W1)ᵢⱼ = (O1)ᵢⱼ/(εᵢ − εⱼ), where the two blocks' energies are separated.

## (i) Where W2 enters

Take c = ½ and add the condition [W2,E0] = −[W1,E1], which cancels the second-order odd term. Show that

P(K₄) = P(F₄) + ½[W2,[W1,E1]]

**Solution.** The quadratic terms in (f) equal ½[W2,[W2,E0]] = −½[W2,[W1,E1]]. The even part of [W2,F₂] is [W2,[W1,E1]]; their sum is the increment. Lean's `e` is the double-commutator step. Unitarity at fourth order requires a further term (a − 1/8)t⁴W1⁴ in the first transformation. U1 omits it, so for a ≠ 1/8 F₄ is in general not the complete first-step term of DKH4.

```lean
/-- For even `E0`, `E1` and odd `W1`, `W2`, with `c = 1/2`, `[W1, E0] = -O1` and `[W2, E0] = -[W1,
E1]`, the second transformation adds `[W2, [W1, E1]] / 2` to the even fourth-order term. -/
theorem fourth_order_W2_contribution (a : ℝ) {b E0 E1 O1 W1 W2 : A} (hb : b * b = 1)
    (hE0 : b * E0 = E0 * b) (hE1 : b * E1 = E1 * b)
    (hW1 : b * W1 = -(W1 * b)) (hW2 : b * W2 = -(W2 * b))
    (h1 : comm W1 E0 = -O1) (h2 : comm W2 E0 = -comm W1 E1) :
    evenPart b ((secondStep a (1 / 2) W1 W2 E0 E1 O1).coeff 4) =
      evenPart b ((firstStep a W1 E0 E1 O1).coeff 4)
        + (1 / 2 : ℝ) • comm W2 (comm W1 E1) := by
  have hO : O1 = -comm W1 E0 := by rw [h1, neg_neg]
  have hOf : flip b O1 = -O1 := by
    rw [hO]
    simp only [comm, map_sub, map_neg, flip_mul hb, flip_even hb hE0, flip_odd hb hW1,
      mul_neg, neg_mul]
    module
  -- the quadratic terms in `W2` form a double commutator
  have e : (1 / 2 : ℝ) • (W2 ^ 2 * E0 + E0 * W2 ^ 2) - W2 * E0 * W2
      = (1 / 2 : ℝ) • comm W2 (comm W2 E0) := by
    simp only [comm, pow_two, mul_sub, sub_mul, mul_assoc]
    module
  rw [secondStep, (U2_coeff (1 / 2) W2 _).2.2, (firstStep_coeff a W1 E0 E1 O1).1,
    (firstStep_coeff a W1 E0 E1 O1).2.2.1, e, h2, h1]
  simp only [evenPart, comm, map_add, map_sub, map_neg, map_smul, flip_mul hb,
    flip_even hb hE1, hOf, flip_odd hb hW1, flip_odd hb hW2, mul_add, add_mul,
    mul_sub, sub_mul, mul_neg, neg_mul, smul_mul_assoc, mul_smul_comm, mul_assoc]
  module
```

## (j) A two-level example

Verify all the relations for b = diag(1,−1), E0 = diag(2,0), E1 = diag(1,0) and

O1 = [[0,2],[2,0]], W1 = [[0,1],[−1,0]], W2 = −½W1

and show that

[W1,[W1,E1]] = diag(−2,2)

[W2,[W1,E1]] = diag(1,−1)

**Solution.** Direct multiplication gives [W1,E0] = −O1 and [W1,E1] = [[0,−1],[−1,0]] = −[W2,E0]. One more commutator gives both results; Lean checks every entry.

If W1 is replaced by 0 while the matrix W2 is kept, the condition [W1,E0] = −O1 fails, and (g) gives a third-order shift [W2,O1] = diag(−2,2): the even term then depends on W2.

```lean
/-- Explicit real two-by-two matrices satisfy all the parity and commutator relations, with
nonzero `[W1, [W1, E1]]` and `[W2, [W1, E1]]`. -/
theorem dkh_witness :
    let b : Matrix (Fin 2) (Fin 2) ℝ := !![1, 0; 0, -1]
    let E0 : Matrix (Fin 2) (Fin 2) ℝ := !![2, 0; 0, 0]
    let E1 : Matrix (Fin 2) (Fin 2) ℝ := !![1, 0; 0, 0]
    let O1 : Matrix (Fin 2) (Fin 2) ℝ := !![0, 2; 2, 0]
    let W1 : Matrix (Fin 2) (Fin 2) ℝ := !![0, 1; -1, 0]
    let W2 : Matrix (Fin 2) (Fin 2) ℝ := !![0, -1 / 2; 1 / 2, 0]
    b * b = 1 ∧ b * E0 = E0 * b ∧ b * E1 = E1 * b ∧ b * O1 = -(O1 * b) ∧
    b * W1 = -(W1 * b) ∧ b * W2 = -(W2 * b) ∧
    comm W1 E0 = -O1 ∧ comm W2 E0 = -comm W1 E1 ∧
    comm W1 (comm W1 E1) = !![-2, 0; 0, 2] ∧
    comm W2 (comm W1 E1) = !![1, 0; 0, -1] := by
  intro b E0 E1 O1 W1 W2
  refine ⟨?_, ?_, ?_, ?_, ?_, ?_, ?_, ?_, ?_, ?_⟩ <;> ext i j <;>
    fin_cases i <;> fin_cases j <;>
    norm_num [b, E0, E1, O1, W1, W2, comm, Matrix.mul_apply, Fin.sum_univ_succ]

end

end DouglasKrollHessThirdOrder
```

```lean
#print axioms DouglasKrollHessThirdOrder.third_order_W2_dependence
#print axioms DouglasKrollHessThirdOrder.dkh3_even_terms
#print axioms DouglasKrollHessThirdOrder.fourth_order_W2_contribution
```

```
'DouglasKrollHessThirdOrder.third_order_W2_dependence' depends on axioms: [propext, Classical.choice, Quot.sound]
'DouglasKrollHessThirdOrder.dkh3_even_terms' depends on axioms: [propext, Classical.choice, Quot.sound]
'DouglasKrollHessThirdOrder.fourth_order_W2_contribution' depends on axioms: [propext, Classical.choice, Quot.sound]
```
